# In a quartic symmetry-breaking model, the force constant drops by a′(R₀)²/(2b) at the Coulson–Fischer point

The energy to be differentiated is taken as the infimum over the symmetry-breaking amplitude, separately at each geometry, and not as the energy along a chosen solution branch. With one geometry coordinate \(R\) and one real amplitude \(m\), the model is

\[
E(R,m)=E_0(R)+\tfrac12 a(R)m^2+\tfrac14 b\,m^4,\qquad E_{\rm rel}(R)=\inf_m E(R,m).
\]

Here \(E_0\) is the energy of the symmetric solution and \(a\) is its curvature towards symmetry breaking. The constant \(b>0\) is the quartic stiffness that stops the growth of \(m\) once \(a\) is negative.

## A continuous slope with two force constants

Let \(a(R_0)=0\) and \(a'(R_0)<0\), so that the symmetric solution becomes unstable as \(R\) increases through \(R_0\), the Coulson–Fischer point. A force constant here is a second derivative of the energy with respect to \(R\), whether or not \(R_0\) is an equilibrium geometry. If \(E_0\) and \(a\) are smooth enough, then \(E_{\rm rel}'(R_0)=E_0'(R_0)\), while the one-sided derivatives of \(E_{\rm rel}'\) at \(R_0\) are

\[
k_-=E_0''(R_0),\qquad k_+=E_0''(R_0)-\frac{a'(R_0)^2}{2b}.
\]

## Finite-difference Hessians and minimal-basis H₂

A harmonic frequency code that differences gradients assumes that the slope is differentiable. In this one-amplitude model, a central difference of the relaxed gradient at \(R_0\) tends to \((k_-+k_+)/2\), which is neither force constant. An SCF run that stays on the symmetric solution beyond \(R_0\) follows \(E_0\) and sees no jump.

Unrestricted Hartree–Fock for H₂ in a minimal basis shows where the coefficients come from. Let \(g,u\) be the bonding and antibonding orbitals, and let the spin-up and spin-down electrons occupy the spatial orbitals \(\cos\theta\,g+\sin\theta\,u\) and \(\cos\theta\,g-\sin\theta\,u\). With \(m=\sin\theta\), one-electron energies \(h_g,h_u\), \(J_{pq}=(pp|qq)\) and \(K=(gu|gu)\), the energy is exactly quartic in \(m\), with

\[
a=4(h_u-h_g-J_{gg}+J_{gu}-2K),\qquad b=4(J_{gg}+J_{uu}-2J_{gu}+4K).
\]

In this example \(b\) varies with \(R\), whereas the theorems below keep it constant.

## Completing the square and differentiating on each side

Put \(\mu(R)=\min(a(R),0)\). Expanding the square confirms that

\[
E=E_0-\frac{\mu^2}{4b}+\frac{(bm^2+\mu)^2}{4b}+\frac{(a-\mu)m^2}{2}.
\]

The last two terms are nonnegative. Both vanish when \(m^2=-\mu/b\): either \(a\le0\) and \(a=\mu\), or \(a\ge0\) and \(m=0\). Conversely, a minimiser must make the square vanish. Hence

\[
E_{\rm rel}=E_0-\frac{\mu^2}{4b},\qquad m_{\min}^2=-\frac{\mu}{b}.
\]

The function \(f(x)=\min(x,0)^2\) has derivative \(2\min(x,0)\) everywhere, including at zero, where \(0\le f(y)\le y^2\). The chain rule gives

\[
E_{\rm rel}'=E_0'-\frac{\mu a'}{2b},
\]

which equals \(E_0'\) at \(R_0\), because \(\mu(R_0)=0\).

The quotient \(a(R)/(R-R_0)\) tends to \(a'(R_0)<0\), so near \(R_0\) the coefficient \(a\) is positive on the left and negative on the right. Thus \(\mu=0\) on the left and \(\mu=a\) on the right, and \(\mu\) has one-sided derivatives \(c=0\) and \(c=a'(R_0)\). On either side the product rule gives

\[
(\mu a')'(R_0)=c\,a'(R_0)+\mu(R_0)a''(R_0)=c\,a'(R_0).
\]

The force constant is therefore \(E_0''(R_0)-c\,a'(R_0)/(2b)\), which yields \(k_-\) and \(k_+\). The two differ, so \(E_{\rm rel}\) has no second derivative at \(R_0\). The squared amplitude starts with right slope \(-a'(R_0)/b\).

## The Lean file

```lean
import Mathlib

open Set Filter Topology

namespace CoulsonFischer

noncomputable section

/-- Energy at geometry `R` and symmetry-breaking amplitude `m`: a symmetric part `E0`,
a quadratic term with stability coefficient `a R`, and a quartic term with coefficient `b`. -/
def landauEnergy (E0 a : ℝ → ℝ) (b R m : ℝ) : ℝ :=
  E0 R + a R * m ^ 2 / 2 + b * m ^ 4 / 4

/-- The relaxed energy at geometry `R`: the infimum of the energy over all amplitudes `m` when the
energy is bounded below in `m`, as it is for `b > 0`. Otherwise Lean's real infimum is 0. -/
def relaxedEnergy (E0 a : ℝ → ℝ) (b R : ℝ) : ℝ :=
  ⨅ m, landauEnergy E0 a b R m

variable {E0 a : ℝ → ℝ} {b R0 : ℝ}

/-- Completing the square: for `b > 0` the energy is a constant in `m` plus two terms, a square
over `4 b` and a multiple of `m ^ 2` with coefficient `(a - min a 0) / 2`. -/
theorem landauEnergy_complete_square (hb : 0 < b) (R m : ℝ) :
    landauEnergy E0 a b R m = E0 R - (min (a R) 0) ^ 2 / (4 * b)
      + (b * m ^ 2 + min (a R) 0) ^ 2 / (4 * b) + (a R - min (a R) 0) * m ^ 2 / 2 := by
  unfold landauEnergy
  generalize min (a R) 0 = μ
  have hb' : b ≠ 0 := hb.ne'
  field_simp
  ring

/-- For `b > 0` the energy attains a minimum over the amplitude, with value
`E0 - (min a 0)² / (4 b)`. -/
theorem isLeast_landauEnergy (hb : 0 < b) (R : ℝ) :
    IsLeast (range (landauEnergy E0 a b R)) (E0 R - (min (a R) 0) ^ 2 / (4 * b)) := by
  have hb' : b ≠ 0 := hb.ne'
  constructor
  · refine ⟨√(-min (a R) 0 / b), ?_⟩
    have hs : √(-min (a R) 0 / b) ^ 2 = -min (a R) 0 / b :=
      Real.sq_sqrt (div_nonneg (neg_nonneg.2 (min_le_right _ _)) hb.le)
    have hbm : b * (-min (a R) 0 / b) = -min (a R) 0 := by field_simp
    rw [landauEnergy_complete_square hb, hs, hbm]
    rcases le_total (a R) 0 with h | h
    · rw [min_eq_left h]; ring
    · rw [min_eq_right h]; ring
  · rintro _ ⟨m, rfl⟩
    rw [landauEnergy_complete_square hb]
    have h1 : 0 ≤ (b * m ^ 2 + min (a R) 0) ^ 2 / (4 * b) := by positivity
    have h2 : 0 ≤ (a R - min (a R) 0) * m ^ 2 / 2 :=
      div_nonneg (mul_nonneg (sub_nonneg.2 (min_le_left _ _)) (sq_nonneg m)) zero_le_two
    linarith

/-- For `b > 0` an amplitude `m` reaches the relaxed energy exactly when
`m² = -min(a, 0) / b`. -/
theorem minimiser_iff (hb : 0 < b) (R m : ℝ) :
    landauEnergy E0 a b R m = relaxedEnergy E0 a b R ↔ m ^ 2 = -min (a R) 0 / b := by
  have hb' : b ≠ 0 := hb.ne'
  have hmin : relaxedEnergy E0 a b R = E0 R - (min (a R) 0) ^ 2 / (4 * b) :=
    (isLeast_landauEnergy hb R).csInf_eq
  rw [hmin, landauEnergy_complete_square hb]
  constructor
  · intro h
    have h1 : 0 ≤ (b * m ^ 2 + min (a R) 0) ^ 2 / (4 * b) := by positivity
    have h2 : 0 ≤ (a R - min (a R) 0) * m ^ 2 / 2 :=
      div_nonneg (mul_nonneg (sub_nonneg.2 (min_le_left _ _)) (sq_nonneg m)) zero_le_two
    -- both nonnegative terms vanish, in particular the square
    have h3 : (b * m ^ 2 + min (a R) 0) ^ 2 / (4 * b) = 0 := by linarith
    have h4 : b * m ^ 2 + min (a R) 0 = 0 := by
      rcases div_eq_zero_iff.1 h3 with h | h
      · exact (pow_eq_zero_iff two_ne_zero).1 h
      · linarith
    rw [eq_div_iff hb']
    linarith
  · intro h
    have hbm : b * (-min (a R) 0 / b) = -min (a R) 0 := by field_simp
    rw [h, hbm]
    rcases le_total (a R) 0 with h | h
    · rw [min_eq_left h]; ring
    · rw [min_eq_right h]; ring

/-- The squared negative part `(min x 0)²` is differentiable everywhere, with derivative
`2 min x 0`. -/
theorem hasDerivAt_min_sq (x : ℝ) :
    HasDerivAt (fun y : ℝ => (min y 0) ^ 2) (2 * min x 0) x := by
  rw [hasDerivAt_iff_isLittleO, Asymptotics.isLittleO_iff]
  intro c hc
  filter_upwards [Metric.ball_mem_nhds x hc] with y hy
  have hy' : |y - x| < c := by simpa [Real.dist_eq] using hy
  simp only [smul_eq_mul, Real.norm_eq_abs]
  -- the remainder of the linear approximation is at most quadratic
  calc |(min y 0) ^ 2 - (min x 0) ^ 2 - (y - x) * (2 * min x 0)|
      ≤ |y - x| * |y - x| := by
        rw [abs_mul_abs_self, abs_le]
        rcases le_total x 0 with hx | hx <;> rcases le_total y 0 with h | h <;>
          simp only [min_eq_left, min_eq_right, hx, h] <;>
          constructor <;> nlinarith [sq_nonneg (y - x), sq_nonneg x, sq_nonneg y]
    _ ≤ c * |y - x| := mul_le_mul_of_nonneg_right hy'.le (abs_nonneg _)

/-- Slope of the relaxed energy for `b > 0`, at any geometry where `E0` and `a` are
differentiable. -/
theorem hasDerivAt_relaxedEnergy (hb : 0 < b) {R e a' : ℝ}
    (hE : HasDerivAt E0 e R) (ha : HasDerivAt a a' R) :
    HasDerivAt (relaxedEnergy E0 a b) (e - min (a R) 0 * a' / (2 * b)) R := by
  have hfun : relaxedEnergy E0 a b = fun R => E0 R - (min (a R) 0) ^ 2 / (4 * b) :=
    funext fun R => (isLeast_landauEnergy hb R).csInf_eq
  rw [hfun]
  have h := hE.fun_sub (((hasDerivAt_min_sq (a R)).comp R ha).div_const (4 * b))
  refine h.congr_deriv ?_
  ring

/-- If the stability coefficient `a` crosses zero at `R0` with negative slope `a'`, its negative
part `min a 0` has left derivative zero and right derivative `a'` there. -/
theorem negPart_one_sided {a' : ℝ} (ha : HasDerivAt a a' R0) (h0 : a R0 = 0) (hneg : a' < 0) :
    HasDerivWithinAt (fun R => min (a R) 0) 0 (Iic R0) R0 ∧
      HasDerivWithinAt (fun R => min (a R) 0) a' (Ici R0) R0 := by
  -- the difference quotient of `a` is negative near `R0`, which fixes the sign on each side
  have hsign : ∀ᶠ R in 𝓝 R0, (R ≤ R0 → 0 ≤ a R) ∧ (R0 ≤ R → a R ≤ 0) := by
    have h := (hasDerivAt_iff_tendsto_slope.1 ha).eventually_lt_const hneg
    rw [eventually_nhdsWithin_iff] at h
    filter_upwards [h] with R hR
    by_cases hne : R = R0
    · simp [hne, h0]
    have hs := hR hne
    rw [slope_def_field, h0, sub_zero] at hs
    constructor
    · intro hle
      by_contra hc
      have := div_nonneg_of_nonpos (not_le.1 hc).le (sub_nonpos.2 hle)
      linarith
    · intro hle
      by_contra hc
      have := div_nonneg (not_le.1 hc).le (sub_nonneg.2 hle)
      linarith
  constructor
  · refine (hasDerivWithinAt_const R0 (Iic R0) (0 : ℝ)).congr_of_eventuallyEq ?_ (by simp [h0])
    filter_upwards [nhdsWithin_le_nhds hsign, self_mem_nhdsWithin] with R hR hmem
    exact min_eq_right (hR.1 hmem)
  · refine ha.hasDerivWithinAt.congr_of_eventuallyEq ?_ (by simp [h0])
    filter_upwards [nhdsWithin_le_nhds hsign, self_mem_nhdsWithin] with R hR hmem
    exact min_eq_left (hR.2 hmem)

/-- Force-constant jump at a Coulson-Fischer point. Let `b > 0`, let `E0` and `a` be differentiable
near `R0` and twice differentiable at `R0`, with `a R0 = 0` and `a'(R0) < 0`. Then the relaxed
energy has slope `E0'(R0)`, and its second derivative is `E0''(R0)` from the left and
`E0''(R0) - a'(R0)² / (2 b)` from the right. -/
theorem force_constant_jump (hb : 0 < b)
    (hE : ∀ᶠ R in 𝓝 R0, DifferentiableAt ℝ E0 R) (hE2 : DifferentiableAt ℝ (deriv E0) R0)
    (ha : ∀ᶠ R in 𝓝 R0, DifferentiableAt ℝ a R) (ha2 : DifferentiableAt ℝ (deriv a) R0)
    (h0 : a R0 = 0) (hneg : deriv a R0 < 0) :
    HasDerivAt (relaxedEnergy E0 a b) (deriv E0 R0) R0 ∧
      HasDerivWithinAt (deriv (relaxedEnergy E0 a b)) (deriv (deriv E0) R0) (Iic R0) R0 ∧
      HasDerivWithinAt (deriv (relaxedEnergy E0 a b))
        (deriv (deriv E0) R0 - (deriv a R0) ^ 2 / (2 * b)) (Ici R0) R0 := by
  have haR := ha.self_of_nhds.hasDerivAt
  have hder : deriv (relaxedEnergy E0 a b) =ᶠ[𝓝 R0]
      fun R => deriv E0 R - min (a R) 0 * deriv a R / (2 * b) := by
    filter_upwards [hE, ha] with R h1 h2
    exact (hasDerivAt_relaxedEnergy hb h1.hasDerivAt h2.hasDerivAt).deriv
  -- product rule on one side of `R0`, where `min a 0` has slope `c`
  have key : ∀ (s : Set ℝ) (c : ℝ), HasDerivWithinAt (fun R => min (a R) 0) c s R0 →
      HasDerivWithinAt (deriv (relaxedEnergy E0 a b))
        (deriv (deriv E0) R0 - c * deriv a R0 / (2 * b)) s R0 := by
    intro s c hc
    have h := hE2.hasDerivAt.hasDerivWithinAt.fun_sub
      ((hc.fun_mul ha2.hasDerivAt.hasDerivWithinAt).div_const (2 * b))
    refine (h.congr_of_eventuallyEq (hder.filter_mono nhdsWithin_le_nhds)
      hder.self_of_nhds).congr_deriv ?_
    rw [h0, min_self]
    ring
  obtain ⟨hl, hr⟩ := negPart_one_sided haR h0 hneg
  refine ⟨?_, (key _ _ hl).congr_deriv (by ring), (key _ _ hr).congr_deriv (by ring)⟩
  refine (hasDerivAt_relaxedEnergy hb hE.self_of_nhds.hasDerivAt haR).congr_deriv ?_
  rw [h0, min_self]
  ring

/-- Let `b > 0`, let `E0` and `a` be differentiable near `R0` and twice differentiable at `R0`, with
`a R0 = 0` and `a'(R0) < 0`. Then the slope of the relaxed energy is not differentiable at `R0`. -/
theorem not_twice_differentiable (hb : 0 < b)
    (hE : ∀ᶠ R in 𝓝 R0, DifferentiableAt ℝ E0 R) (hE2 : DifferentiableAt ℝ (deriv E0) R0)
    (ha : ∀ᶠ R in 𝓝 R0, DifferentiableAt ℝ a R) (ha2 : DifferentiableAt ℝ (deriv a) R0)
    (h0 : a R0 = 0) (hneg : deriv a R0 < 0) :
    ¬ DifferentiableAt ℝ (deriv (relaxedEnergy E0 a b)) R0 := by
  intro hd
  obtain ⟨-, hl, hr⟩ := force_constant_jump hb hE hE2 ha ha2 h0 hneg
  have ul : UniqueDiffWithinAt ℝ (Iic R0) R0 := uniqueDiffOn_Iic R0 R0 self_mem_Iic
  have ur : UniqueDiffWithinAt ℝ (Ici R0) R0 := uniqueDiffOn_Ici R0 R0 self_mem_Ici
  -- a two-sided derivative would equal both one-sided ones
  have e1 := (hl.derivWithin ul).symm.trans (hd.hasDerivAt.hasDerivWithinAt.derivWithin ul)
  have e2 := (hr.derivWithin ur).symm.trans (hd.hasDerivAt.hasDerivWithinAt.derivWithin ur)
  have hpos : 0 < (deriv a R0) ^ 2 / (2 * b) :=
    div_pos (pow_pos_of_neg_sq hneg) (by positivity)
  linarith
where
  pow_pos_of_neg_sq {x : ℝ} (hx : x < 0) : 0 < x ^ 2 := by nlinarith

/-- Onset of symmetry breaking: let `b > 0` and let `a` cross zero at `R0` with slope `a' < 0`.
Along any amplitudes `m R` that minimise the energy near `R0`, the square `m²` has right
derivative `-a' / b` at `R0`. -/
theorem amplitude_onset (hb : 0 < b) {a' : ℝ} (ha : HasDerivAt a a' R0) (h0 : a R0 = 0)
    (hneg : a' < 0) {m : ℝ → ℝ}
    (hm : ∀ᶠ R in 𝓝 R0, landauEnergy E0 a b R (m R) = relaxedEnergy E0 a b R) :
    HasDerivWithinAt (fun R => m R ^ 2) (-a' / b) (Ici R0) R0 := by
  have hsq : (fun R => m R ^ 2) =ᶠ[𝓝 R0] fun R => -min (a R) 0 / b := by
    filter_upwards [hm] with R hR
    exact (minimiser_iff hb R (m R)).1 hR
  exact ((negPart_one_sided ha h0 hneg).2.fun_neg.div_const b).congr_of_eventuallyEq
    (hsq.filter_mono nhdsWithin_le_nhds) hsq.self_of_nhds

end

end CoulsonFischer
```

```lean
#print axioms CoulsonFischer.force_constant_jump
#print axioms CoulsonFischer.not_twice_differentiable
#print axioms CoulsonFischer.amplitude_onset
```

```
'CoulsonFischer.force_constant_jump' depends on axioms: [propext, Classical.choice, Quot.sound]
'CoulsonFischer.not_twice_differentiable' depends on axioms: [propext, Classical.choice, Quot.sound]
'CoulsonFischer.amplitude_onset' depends on axioms: [propext, Classical.choice, Quot.sound]
```

## From the completed square to the one-sided derivatives

`landauEnergy_complete_square` is the expansion above, checked by `field_simp` and `ring`. `isLeast_landauEnergy` exhibits a minimising amplitude as a square root and bounds every other energy from below. `minimiser_iff` identifies all minimisers.

`hasDerivAt_min_sq` treats every point at once: in each of four sign cases, `nlinarith` bounds the remainder of the linear approximation by \((y-x)^2\). `hasDerivAt_relaxedEnergy` then applies the chain rule.

`negPart_one_sided` reads the sign of \(a\) from its difference quotient and replaces \(\mu\) by \(0\) or \(a\) on the appropriate side. Inside `force_constant_jump`, the step `key` is the product rule for a general one-sided slope \(c\), used twice. `not_twice_differentiable` compares a supposed two-sided derivative with both one-sided ones, and `amplitude_onset` divides the right derivative of \(-\mu\) by \(b\).

## What is guaranteed for one amplitude and constant b

In `force_constant_jump`, `relaxedEnergy E0 a b` is \(E_{\rm rel}\), and `deriv` is the derivative with respect to \(R\). The sets `Iic R0` and `Ici R0` select the left and right sides, so the two `HasDerivWithinAt` statements give \(k_-\) and \(k_+\) as one-sided derivatives of the slope. The hypotheses `hE` and `ha` ask for differentiability near \(R_0\), and `hE2` and `ha2` ask that the first derivatives be differentiable at \(R_0\). This is weaker than C².

`amplitude_onset` accepts any choice of minimisers near \(R_0\), even one whose sign changes from geometry to geometry, because it concerns only \(m^2\).

The absence of a second derivative needs a nonzero slope of \(a\). Take \(E_0=0\), \(b=1\), \(R_0=0\) and \(a(R)=-R^2\). Then \(a(0)=a'(0)=0\) and \(E_{\rm rel}(R)=-R^4/4\), which is smooth although the symmetry is broken on both sides.

In the theorems, the quartic form, the single amplitude and the zero crossing of \(a\) are assumed, not derived from Hartree–Fock or density functional equations. Applying the result to a molecule with many orbital rotations requires a separate reduction to this form. Nothing is said about whether an SCF iteration finds the minimising amplitude.
